# Incident-energy-integrated RIXS intensity in closed form for intermediate states of equal width

In resonant inelastic X-ray scattering (RIXS), let $w$ be the incident photon energy and let finitely many core-hole states, labelled by $n$, have real energies $E_n$, measured from the initial state, and a common half-width $G>0$. This $G$ is the half-width at half maximum of each Lorentzian and stands for the decay of the core hole, with lifetime $\hbar/(2G)$. A code that stores the full width $\Gamma$ should set $G=\Gamma/2$. The complex number $a_n$ is the product of the absorption and emission matrix elements through state $n$ to one fixed final state, and it doesn't depend on $w$. With the propagator $P_E(w)=1/(w-E+iG)$, the two intensities compared are

$$I(w)=\Big|\sum_n a_nP_{E_n}(w)\Big|^2,\qquad I_{\rm 2step}(w)=\sum_n|a_nP_{E_n}(w)|^2 .$$

The first is the coherent Kramers–Heisenberg form. The second is the incoherent two-step model. Frequency prefactors and non-resonant terms are left out.

## The integral as a sum over pairs of states

Integrated over all real $w$, the intensities are

$$\int I\,dw=\sum_{n,m}a_na_m^*\,\frac{2\pi i}{E_m-E_n+2iG},\qquad \int I_{\rm 2step}\,dw=\frac{\pi}{G}\sum_n|a_n|^2 .$$

For two states with real amplitudes $a,b$ and energies $E_1,E_2$, the coherent integral becomes

$$\frac{\pi}{G}\left(a^2+b^2+\frac{8abG^2}{(E_1-E_2)^2+4G^2}\right),$$

so the two-step model underestimates it exactly when $ab>0$. For complex amplitudes the condition is $(E_2-E_1)\,\mathrm{Im}(ab^*)<2G\,\mathrm{Re}(ab^*)$.

## Checking a sum-over-states spectrum

For one final state and a finite sum over core-hole states with one common width, a RIXS code can compare its numerically integrated intensity, taken without frequency prefactors and non-resonant terms, with the double sum, which needs no energy grid. A finite energy window misses tails that fall off at least as fast as $1/w^2$. The same formula gives the integrated error made by replacing coherent amplitudes with separate absorption and emission steps. In general that error depends on the relative phases of the $a_n$ (relative signs, if they are real), so the moduli $|a_n|$ alone don't determine it.

## Partial fractions, logarithms and arctangents

Expanding the square gives $I=\sum_{n,m}a_na_m^*P_{E_n}P_{E_m}^*$, so one integral is needed for each pair of energies $E,E'$. It converges because $|P_EP_{E'}^*|\le|P_E|^2+|P_{E'}|^2$, a sum of two Lorentzians.

The denominators $w-E+iG$ and $w-E'-iG$ differ by $K=E'-E+2iG$, which is nonzero. Hence

$$P_EP_{E'}^*=\frac{P_{E'}^*-P_E}{K},\qquad P_E=\frac{(w-E)-iG}{(w-E)^2+G^2}.$$

A primitive is therefore

$$\frac1K\left[i\arctan\frac{w-E}{G}+i\arctan\frac{w-E'}{G}-\frac12\ln\frac{(w-E)^2+G^2}{(w-E')^2+G^2}\right].$$

Dividing the numerator and denominator inside the logarithm by $w^2$ shows that their ratio tends to 1 at both ends, so the logarithm vanishes there. The sum of arctangents runs from $-\pi$ to $\pi$. The integral is $2\pi i/K$, which proves the double sum.

For $E=E'$ this is $2\pi i/(2iG)=\pi/G$, which gives the two-step result. For two states, put $\Delta=E_2-E_1$. Then

$$\frac{2\pi i}{\Delta+2iG}=\frac{4\pi G+2\pi i\Delta}{\Delta^2+4G^2}.$$

The two off-diagonal terms are complex conjugates, so together they contribute

$$2\,\mathrm{Re}\left[ab^*\frac{4\pi G+2\pi i\Delta}{\Delta^2+4G^2}\right]
=\frac{4\pi\left(2G\,\mathrm{Re}(ab^*)-\Delta\,\mathrm{Im}(ab^*)\right)}{\Delta^2+4G^2}.$$

This is the coherent integral minus the two-step one. Its denominator is positive, so the sign of the numerator decides the comparison. For real amplitudes the numerator is $8\pi Gab$, which gives both the closed form and the criterion.

## The integrals in Lean

```lean
import Mathlib

open MeasureTheory Filter Topology
open Complex (I)
open scoped Real ComplexConjugate

namespace RIXSIntegratedIntensity

noncomputable section

/-- Propagator `1/(w - E + iG)` of a core-hole state of energy `E` and half-width `G` at
incident energy `w`; its domain is `G ≠ 0` or `w ≠ E`. -/
def propagator (G E w : ℝ) : ℂ := 1 / ((w : ℂ) - E + G * I)

/-- Kramers-Heisenberg intensity for one final state: the amplitudes through all intermediate states
are added, and the modulus of the sum is squared. -/
def rixsIntensity {ι : Type*} [Fintype ι] (a : ι → ℂ) (E : ι → ℝ) (G w : ℝ) : ℝ :=
  ‖∑ n, a n * propagator G (E n) w‖ ^ 2

/-- Incoherent two-step intensity: each intermediate state contributes the squared modulus of its
own amplitude. -/
def twoStepIntensity {ι : Type*} [Fintype ι] (a : ι → ℂ) (E : ι → ℝ) (G w : ℝ) : ℝ :=
  ∑ n, ‖a n * propagator G (E n) w‖ ^ 2

/-- For a positive width the energy denominator vanishes at no real incident energy. -/
theorem denominator_ne_zero {G : ℝ} (hG : 0 < G) (E w : ℝ) : (w : ℂ) - E + G * I ≠ 0 := by
  intro h
  have h' := congrArg Complex.im h
  simp at h'
  exact hG.ne' h'

/-- The logarithms of two Lorentzian denominators of equal positive width cancel along any
limit in which `1/w` tends to zero through nonzero `w`. -/
theorem log_difference_tendsto {G : ℝ} (hG : 0 < G) (E E' : ℝ) {l : Filter ℝ}
    (hl : Tendsto (fun w : ℝ => w⁻¹) l (𝓝 0)) (h0 : ∀ᶠ w in l, w ≠ 0) :
    Tendsto (fun w : ℝ => Real.log ((w - E) ^ 2 + G ^ 2) / 2
      - Real.log ((w - E') ^ 2 + G ^ 2) / 2) l (𝓝 0) := by
  have hc : ∀ e : ℝ, Tendsto
      (fun w : ℝ => Real.log ((1 - e * w⁻¹) ^ 2 + (G * w⁻¹) ^ 2)) l (𝓝 0) := by
    intro e
    have h1 : Tendsto (fun w : ℝ => (1 - e * w⁻¹) ^ 2 + (G * w⁻¹) ^ 2) l (𝓝 1) := by
      simpa using (((hl.const_mul e).const_sub 1).pow 2).add ((hl.const_mul G).pow 2)
    have h2 := h1.log one_ne_zero
    rwa [Real.log_one] at h2
  have h := ((hc E).sub (hc E')).div_const 2
  rw [sub_zero, zero_div] at h
  refine h.congr' ?_
  filter_upwards [h0] with w hw
  -- the common factor `w ^ 2` drops out of the difference
  have key : ∀ e : ℝ, Real.log ((w - e) ^ 2 + G ^ 2)
      = Real.log (w ^ 2) + Real.log ((1 - e * w⁻¹) ^ 2 + (G * w⁻¹) ^ 2) := by
    intro e
    rw [← Real.log_mul (by positivity) (by positivity)]
    congr 1
    have h3 : w ^ 2 * ((1 - e * w⁻¹) ^ 2 + (G * w⁻¹) ^ 2)
        = (w - e * (w * w⁻¹)) ^ 2 + (G * (w * w⁻¹)) ^ 2 := by ring
    rw [h3, mul_inv_cancel₀ hw, mul_one, mul_one]
  rw [key E, key E']
  ring

/-- For positive width, the interference term of two intermediate states is integrable over
the incident energy. -/
theorem integrable_interference {G : ℝ} (hG : 0 < G) (E E' : ℝ) :
    Integrable (fun w : ℝ => propagator G E w * conj (propagator G E' w)) := by
  have hsq : ∀ e : ℝ, Integrable (fun w : ℝ => ‖propagator G e w‖ ^ 2) := by
    intro e
    have h := ((integrable_inv_one_add_sq.comp_div hG.ne').comp_sub_right e).mul_const (G ^ 2)⁻¹
    refine h.congr (Eventually.of_forall fun w => ?_)
    have hn : ‖(w : ℂ) - e + G * I‖ ^ 2 = (w - e) ^ 2 + G ^ 2 := by
      rw [Complex.sq_norm, Complex.normSq_apply]
      simp
      ring
    have hd : (1 + ((w - e) / G) ^ 2) * G ^ 2 = (w - e) ^ 2 + G ^ 2 := by
      field_simp
      ring
    simp only [propagator, norm_div, norm_one, div_pow _ _ 2, one_pow, hn]
    rw [← hd, one_div, mul_inv, div_pow]
  have hcont : ∀ e : ℝ, Continuous (propagator G e) := fun e =>
    Continuous.div continuous_const (by fun_prop) (denominator_ne_zero hG e)
  refine ((hsq E).add (hsq E')).mono'
    ((hcont E).mul (Complex.continuous_conj.comp (hcont E'))).aestronglyMeasurable
    (Eventually.of_forall fun w => ?_)
  simp only [Pi.add_apply, norm_mul, RCLike.norm_conj]
  nlinarith [sq_nonneg (‖propagator G E w‖ - ‖propagator G E' w‖),
    sq_nonneg (‖propagator G E w‖ + ‖propagator G E' w‖)]

/-- For positive width, the interference term of states at `E` and `E'` integrates to
`2πi/(E' - E + 2iG)`. -/
theorem integral_interference {G : ℝ} (hG : 0 < G) (E E' : ℝ) :
    ∫ w : ℝ, propagator G E w * conj (propagator G E' w)
      = 2 * π * I / ((E' : ℂ) - E + 2 * G * I) := by
  have hK : (E' : ℂ) - E + 2 * G * I ≠ 0 := by
    have h := denominator_ne_zero (mul_pos two_pos hG) E E'
    push_cast at h
    exact h
  have hlog : ∀ e w : ℝ, HasDerivAt (fun w : ℝ => Real.log ((w - e) ^ 2 + G ^ 2) / 2)
      ((w - e) / ((w - e) ^ 2 + G ^ 2)) w := by
    intro e w
    have h := (((hasDerivAt_id' w).sub_const e).fun_pow 2).add_const (G ^ 2)
    refine ((h.log (by positivity)).div_const 2).congr_deriv ?_
    norm_num
    ring
  have harc : ∀ e w : ℝ, HasDerivAt (fun w : ℝ => Real.arctan ((w - e) / G))
      (G / ((w - e) ^ 2 + G ^ 2)) w := by
    intro e w
    refine (((hasDerivAt_id' w).sub_const e).div_const G).arctan.congr_deriv ?_
    have hd : (w - e) ^ 2 + G ^ 2 = (1 + ((w - e) / G) ^ 2) * G ^ 2 := by
      field_simp
      ring
    have hc : 1 + ((w - e) / G) ^ 2 ≠ 0 := by positivity
    rw [hd]
    generalize 1 + ((w - e) / G) ^ 2 = c at hc
    field_simp
  -- real and imaginary part of the propagator
  have hP : ∀ e w : ℝ, propagator G e w * ((w : ℂ) - e + G * I) = 1 := fun e w =>
    one_div_mul_cancel (denominator_ne_zero hG e w)
  have hre : ∀ e w : ℝ, propagator G e w = (((w - e) / ((w - e) ^ 2 + G ^ 2) : ℝ) : ℂ)
      - ((G / ((w - e) ^ 2 + G ^ 2) : ℝ) : ℂ) * I := by
    intro e w
    have hD : ((w : ℂ) - e) ^ 2 + (G : ℂ) ^ 2 ≠ 0 := by
      have h : (w - e) ^ 2 + G ^ 2 ≠ 0 := by positivity
      exact_mod_cast h
    rw [propagator, div_eq_iff (denominator_ne_zero hG e w)]
    push_cast
    linear_combination (-1 : ℂ) * mul_inv_cancel₀ hD
      + (G : ℂ) ^ 2 * (((w : ℂ) - e) ^ 2 + (G : ℂ) ^ 2)⁻¹ * Complex.I_sq
  -- partial fractions give the primitive
  have hF : ∀ w : ℝ, HasDerivAt (fun w : ℝ =>
      (((Real.arctan ((w - E) / G) + Real.arctan ((w - E') / G) : ℝ) : ℂ) * I
        - ((Real.log ((w - E) ^ 2 + G ^ 2) / 2 - Real.log ((w - E') ^ 2 + G ^ 2) / 2 : ℝ) : ℂ))
        / ((E' : ℂ) - E + 2 * G * I)) (propagator G E w * conj (propagator G E' w)) w := by
    intro w
    refine (((((harc E w).fun_add (harc E' w)).ofReal_comp.mul_const I).fun_sub
      ((hlog E w).fun_sub (hlog E' w)).ofReal_comp).div_const _).congr_deriv ?_
    have e1 := hre E w
    have e2 := congrArg conj (hre E' w)
    have hQ := congrArg conj (hP E' w)
    simp only [map_mul, map_add, map_sub, map_one, Complex.conj_ofReal, Complex.conj_I] at e2 hQ
    symm
    rw [eq_div_iff hK]
    push_cast at e1 e2 ⊢
    linear_combination conj (propagator G E' w) * hP E w - propagator G E w * hQ - e1 + e2
  have hlim : ∀ (l : Filter ℝ) (s : ℝ), Tendsto (fun w : ℝ => w⁻¹) l (𝓝 0) →
      (∀ᶠ w in l, w ≠ 0) → (∀ e : ℝ, Tendsto (fun w => Real.arctan ((w - e) / G)) l (𝓝 s)) →
      Tendsto (fun w : ℝ =>
      (((Real.arctan ((w - E) / G) + Real.arctan ((w - E') / G) : ℝ) : ℂ) * I
        - ((Real.log ((w - E) ^ 2 + G ^ 2) / 2 - Real.log ((w - E') ^ 2 + G ^ 2) / 2 : ℝ) : ℂ))
        / ((E' : ℂ) - E + 2 * G * I)) l
        (𝓝 ((((s + s : ℝ) : ℂ) * I - ((0 : ℝ) : ℂ)) / ((E' : ℂ) - E + 2 * G * I))) :=
    fun l s h1 h2 h3 =>
      ((((Complex.continuous_ofReal.tendsto _).comp ((h3 E).add (h3 E'))).mul_const I).sub
        ((Complex.continuous_ofReal.tendsto _).comp
          (log_difference_tendsto hG E E' h1 h2))).div_const _
  have htop := hlim atTop (π / 2) tendsto_inv_atTop_zero (eventually_ne_atTop 0) fun e =>
    (Real.tendsto_arctan_atTop.mono_right nhdsWithin_le_nhds).comp
      ((tendsto_atTop_add_const_right atTop (-e) tendsto_id).atTop_div_const hG)
  have hbot := hlim atBot (-(π / 2)) tendsto_inv_atBot_zero (eventually_ne_atBot 0) fun e =>
    (Real.tendsto_arctan_atBot.mono_right nhdsWithin_le_nhds).comp
      ((tendsto_atBot_add_const_right atBot (-e) tendsto_id).atBot_div_const hG)
  rw [integral_of_hasDerivAt_of_tendsto hF (integrable_interference hG E E') hbot htop]
  push_cast
  ring

/-- For positive width and any finite set of intermediate states, the Kramers-Heisenberg
intensity is integrable, and its integral is a double sum over pairs of states. -/
theorem integral_rixsIntensity {ι : Type*} [Fintype ι] {G : ℝ} (hG : 0 < G)
    (a : ι → ℂ) (E : ι → ℝ) :
    Integrable (rixsIntensity a E G) ∧ ((∫ w, rixsIntensity a E G w : ℝ) : ℂ)
      = ∑ n, ∑ m, a n * conj (a m) * (2 * π * I / ((E m : ℂ) - E n + 2 * G * I)) := by
  have hx : ∀ w, (rixsIntensity a E G w : ℂ) = ∑ n, ∑ m, a n * conj (a m) *
      (propagator G (E n) w * conj (propagator G (E m) w)) := by
    intro w
    rw [rixsIntensity, ← Complex.normSq_eq_norm_sq, ← Complex.mul_conj, map_sum,
      Finset.sum_mul_sum]
    refine Finset.sum_congr rfl fun n _ => Finset.sum_congr rfl fun m _ => ?_
    rw [map_mul]
    ring
  have hi : ∀ n m, Integrable (fun w => a n * conj (a m) *
      (propagator G (E n) w * conj (propagator G (E m) w))) := fun n m =>
    (integrable_interference hG _ _).const_mul _
  constructor
  · have h := MeasureTheory.integrable_finsetSum Finset.univ fun n _ =>
      MeasureTheory.integrable_finsetSum Finset.univ fun m _ => hi n m
    refine h.re.congr (Eventually.of_forall fun w => ?_)
    exact (congrArg Complex.re (hx w)).symm
  · rw [← integral_complex_ofReal]
    simp_rw [hx]
    rw [MeasureTheory.integral_finsetSum _ fun n _ => MeasureTheory.integrable_finsetSum _ fun m _ => hi n m]
    refine Finset.sum_congr rfl fun n _ => ?_
    rw [MeasureTheory.integral_finsetSum _ fun m _ => hi n m]
    refine Finset.sum_congr rfl fun m _ => ?_
    rw [integral_const_mul, integral_interference hG]

/-- For positive width, the integrated two-step intensity is `π/G` times the sum of the
squared moduli of the amplitudes. -/
theorem integral_twoStepIntensity {ι : Type*} [Fintype ι] {G : ℝ} (hG : 0 < G)
    (a : ι → ℂ) (E : ι → ℝ) :
    ∫ w, twoStepIntensity a E G w = π / G * ∑ n, ‖a n‖ ^ 2 := by
  have hi : ∀ e : ℝ, Integrable (fun w => ‖propagator G e w‖ ^ 2) := fun e =>
    (integrable_interference hG e e).norm.congr (Eventually.of_forall fun w => by
      simp only [norm_mul, RCLike.norm_conj, sq])
  have hv : ∀ e : ℝ, ∫ w, ‖propagator G e w‖ ^ 2 = π / G := by
    intro e
    apply Complex.ofReal_injective
    have hx : ∀ w, ((‖propagator G e w‖ ^ 2 : ℝ) : ℂ)
        = propagator G e w * conj (propagator G e w) := fun w => by
      rw [Complex.mul_conj, Complex.normSq_eq_norm_sq]
    rw [← integral_complex_ofReal]
    simp_rw [hx]
    rw [integral_interference hG, sub_self, zero_add]
    have hG' : (G : ℂ) ≠ 0 := by exact_mod_cast hG.ne'
    have hI := Complex.I_ne_zero
    push_cast
    field_simp
  simp_rw [twoStepIntensity, norm_mul, mul_pow]
  rw [MeasureTheory.integral_finsetSum _ fun n _ => (hi (E n)).const_mul _]
  simp_rw [integral_const_mul, hv]
  rw [← Finset.sum_mul, mul_comm]

/-- Integrated intensity for two intermediate states with complex amplitudes and positive
width: the two-step value plus an interference term. -/
theorem integral_two_states {G : ℝ} (hG : 0 < G) (a b : ℂ) (E1 E2 : ℝ) :
    ∫ w, rixsIntensity ![a, b] ![E1, E2] G w = π / G * (‖a‖ ^ 2 + ‖b‖ ^ 2)
      + 4 * π * (2 * G * (a * conj b).re - (E2 - E1) * (a * conj b).im)
        / ((E1 - E2) ^ 2 + 4 * G ^ 2) := by
  have hk : ∀ e e' : ℝ, 2 * π * I / ((e' : ℂ) - e + 2 * G * I)
      = ((4 * π * G / ((e' - e) ^ 2 + 4 * G ^ 2) : ℝ) : ℂ)
        + ((2 * π * (e' - e) / ((e' - e) ^ 2 + 4 * G ^ 2) : ℝ) : ℂ) * I := by
    intro e e'
    have hK := denominator_ne_zero (mul_pos two_pos hG) e e'
    have hD : ((e' : ℂ) - e) ^ 2 + 4 * (G : ℂ) ^ 2 ≠ 0 := by
      have h : (e' - e) ^ 2 + 4 * G ^ 2 ≠ 0 := by positivity
      exact_mod_cast h
    push_cast at hK
    rw [div_eq_iff hK]
    push_cast
    linear_combination (-(2 * π * I)) * mul_inv_cancel₀ hD
      - 4 * π * G * ((e' : ℂ) - e) * (((e' : ℂ) - e) ^ 2 + 4 * (G : ℂ) ^ 2)⁻¹ * Complex.I_sq
  have hd : ∀ e : ℝ, 4 * π * G / ((e - e) ^ 2 + 4 * G ^ 2) = π / G := by
    intro e
    rw [sub_self, zero_pow two_ne_zero, zero_add]
    field_simp
  have h := congrArg Complex.re (integral_rixsIntensity hG ![a, b] ![E1, E2]).2
  rw [Complex.ofReal_re] at h
  rw [h]
  simp only [Fin.sum_univ_two, Matrix.cons_val_zero, Matrix.cons_val_one, hk, hd]
  simp only [Complex.add_re, Complex.add_im, Complex.mul_re, Complex.mul_im, Complex.conj_re,
    Complex.conj_im, Complex.ofReal_re, Complex.ofReal_im, Complex.I_re, Complex.I_im,
    Complex.sq_norm, Complex.normSq_apply]
  ring

/-- For two states of positive width, the two-step model underestimates the integrated
intensity exactly when `(E2 - E1) Im(a b*) < 2G Re(a b*)`. -/
theorem twoStep_lt_iff {G : ℝ} (hG : 0 < G) (a b : ℂ) (E1 E2 : ℝ) :
    ∫ w, twoStepIntensity ![a, b] ![E1, E2] G w < ∫ w, rixsIntensity ![a, b] ![E1, E2] G w
      ↔ (E2 - E1) * (a * conj b).im < 2 * G * (a * conj b).re := by
  have hD : 0 < (E1 - E2) ^ 2 + 4 * G ^ 2 := by positivity
  rw [integral_two_states hG, integral_twoStepIntensity hG]
  simp only [Fin.sum_univ_two, Matrix.cons_val_zero, Matrix.cons_val_one]
  rw [lt_add_iff_pos_right, div_pos_iff_of_pos_right hD,
    mul_pos_iff_of_pos_left (by positivity), sub_pos]

/-- For real amplitudes `a`, `b` and positive width, the integrated intensity has a closed form,
and the two-step model underestimates it exactly when `ab > 0`. -/
theorem real_amplitudes {G : ℝ} (hG : 0 < G) (a b E1 E2 : ℝ) :
    ∫ w, rixsIntensity ![(a : ℂ), (b : ℂ)] ![E1, E2] G w
      = π / G * (a ^ 2 + b ^ 2 + 8 * a * b * G ^ 2 / ((E1 - E2) ^ 2 + 4 * G ^ 2)) ∧
    (∫ w, twoStepIntensity ![(a : ℂ), (b : ℂ)] ![E1, E2] G w
      < ∫ w, rixsIntensity ![(a : ℂ), (b : ℂ)] ![E1, E2] G w ↔ 0 < a * b) := by
  have hr : ((a : ℂ) * conj (b : ℂ)).re = a * b := by simp
  have hi : ((a : ℂ) * conj (b : ℂ)).im = 0 := by simp
  constructor
  · rw [integral_two_states hG, hr, hi, Complex.norm_real, Complex.norm_real,
      Real.norm_eq_abs, Real.norm_eq_abs, sq_abs, sq_abs]
    linear_combination (-(8 * π * a * b * G / ((E1 - E2) ^ 2 + 4 * G ^ 2)))
      * mul_inv_cancel₀ hG.ne'
  · rw [twoStep_lt_iff hG, hr, hi, mul_zero, mul_pos_iff_of_pos_left (by positivity)]

end

end RIXSIntegratedIntensity
```

```lean
#print axioms RIXSIntegratedIntensity.integral_rixsIntensity
-- 'RIXSIntegratedIntensity.integral_rixsIntensity' depends on axioms: [propext, Classical.choice, Quot.sound]
#print axioms RIXSIntegratedIntensity.real_amplitudes
-- 'RIXSIntegratedIntensity.real_amplitudes' depends on axioms: [propext, Classical.choice, Quot.sound]
```

## What the theorems say about the model

The finite type `ι` labels the intermediate states, `a : ι → ℂ` holds the amplitudes and `E : ι → ℝ` the energies. The functions `propagator`, `rixsIntensity` and `twoStepIntensity` are $P_E$, $I$ and $I_{\rm 2step}$. In the two-state theorems, `![a, b]` and `![E1, E2]` are lists of length two, and degenerate energies are allowed.

`integral_rixsIntensity` states that the coherent intensity is integrable and gives the double sum, written as an equality of complex numbers. `integral_twoStepIntensity` gives the incoherent value. `integral_two_states` and `twoStep_lt_iff` treat complex amplitudes, and `real_amplitudes` contains the real closed form and the criterion $ab>0$.

The proof uses the same steps as the derivation:

- `denominator_ne_zero` compares imaginary parts to exclude a zero denominator.
- `log_difference_tendsto` factors out $w^2$ to obtain the logarithmic limit.
- `integrable_interference` supplies the Lorentzian bound.
- `integral_interference` differentiates the primitive in `hF`, where `linear_combination` checks the partial fractions. It then takes the limits in `htop` and `hbot` and applies the fundamental theorem of calculus on the whole line.
- `integral_rixsIntensity` exchanges the finite sums with the integral, and `integral_two_states` takes the real part.

The guarantee concerns these formulas over the whole real line, not a particular program's floating-point output or quadrature. The model has one final state, finitely many intermediate states, a common width and energy-independent amplitudes. State-dependent widths, non-resonant terms and frequency prefactors would change the integrand. The criterion compares integrated intensities; at a single incident energy the ordering can be the reverse.
